# Two two-level atoms with level spacing g > 0 and dipole coupling v: zero mean dipoles, correlation −v/√(g² + v²) in the ground state

Two neutral atoms can attract each other although neither has a permanent dipole. In the smallest model I know, each atom has two levels separated in energy by $g>0$, and their transition dipoles couple with strength $v$. With the Pauli matrices $Z$ and $X$, where $X$ is the dipole of an atom in units of its transition dipole,

$$H=-\tfrac g2(Z\otimes 1+1\otimes Z)+v\,X\otimes X .$$

I believe that the ground state is unique, with energy $-\sqrt{g^2+v^2}$, and that both dipoles average to zero while $\langle X\otimes X\rangle=-v/\sqrt{g^2+v^2}$. Can this be made rigorous and machine-checked, including the link to London's $-v^2/(2g)$?

## Even and odd amplitudes separate

Yes. Let $W=\sqrt{g^2+v^2}$, and write $\varphi_{ij}$ for the amplitudes, with 0 the lower level of an atom and 1 the upper. Call an amplitude even or odd according to the number of atoms in the upper level. The equation $H\varphi=\mu\varphi$ reads

$$-g\varphi_{00}+v\varphi_{11}=\mu\varphi_{00},\qquad v\varphi_{00}+g\varphi_{11}=\mu\varphi_{11},$$
$$v\varphi_{10}=\mu\varphi_{01},\qquad v\varphi_{01}=\mu\varphi_{10}.$$

Multiply $(\mu+g)\varphi_{00}=v\varphi_{11}$ by $\mu-g$ and use $(\mu-g)\varphi_{11}=v\varphi_{00}$. This gives $(\mu^2-W^2)\varphi_{00}=0$, and likewise for $\varphi_{11}$. The second line gives $(\mu^2-v^2)\varphi_{01}=0$, and likewise for $\varphi_{10}$. Some amplitude is non-zero, so $\mu^2$ is $W^2$ or $v^2$. Hence $\mu$ is real and $\mu\ge -W$.

At $\mu=-W$ the odd amplitudes satisfy $g^2\varphi_{01}=g^2\varphi_{10}=0$, so they vanish. The even ones satisfy $(g+W)\varphi_{11}=-v\varphi_{00}$, so

$$\varphi_{00}=k(g+W),\qquad \varphi_{11}=-kv$$

for some complex $k$. Conversely, these amplitudes solve all four equations, because $W^2=g^2+v^2$. The level is therefore attained and simple.

Normalisation requires $1=|k|^2[(g+W)^2+v^2]=2W(g+W)|k|^2$. Up to a phase, the normalised amplitudes are $\sqrt{(W+g)/(2W)}$ and $-v/\sqrt{2W(W+g)}$. Each term in a single-dipole mean multiplies an even amplitude by an odd one, so both means are zero. The correlation is

$$\langle X\otimes X\rangle=2\,\mathrm{Re}(\varphi_{00}^*\varphi_{11})=-2|k|^2v(g+W)=-\frac vW .$$

For the energy, the uncoupled ground state lies at $-g$, so the shift is $g-W$. Put $x=v^2/(2g)$ and $\delta=W-g\ge0$. Since $(g+x)^2=W^2+x^2\ge W^2$, we have $\delta\le x$. From $\delta(2g+\delta)=v^2=2gx$ it follows that $x-\delta=\delta^2/(2g)\le x^2/(2g)=v^4/(8g^3)$. Hence

$$-\frac{v^2}{2g}\le g-W\le-\frac{v^2}{2g}+\frac{v^4}{8g^3}.$$

## What the Lean statements say

A `PairState` is a complex function on pairs of level indices, `⊗ₖ` is the Kronecker product, and `pairEnergy g v` is $W$. `expect A φ` is $\langle\varphi|A|\varphi\rangle$, a mean value once `star φ ⬝ᵥ φ = 1`.

`ground_state_correlation` has three parts: $-W$ is the least real number with a non-zero eigenvector; its eigenvectors, together with zero, are exactly the multiples of the unnormalised `groundVector g v`; and every normalised one has the stated dipole values. `london_energy_bounds` is the two-sided estimate. Both assume $g>0$ and allow any real $v$, including zero.

The coupling $v$ is postulated. It stands for the product of the transition dipoles and the factor set by distance and orientation. For the electrostatic dipole coupling at a fixed orientation with $v\neq0$, this factor falls off as $1/R^3$ with the distance $R$. The ground-state energy $-W$ then rises as the atoms separate, which is the attraction, and $-v^2/(2g)$ varies as $-1/R^6$. London's energy for real atoms sums over many excited levels and dipole components, whereas each atom here has one of each. Within this two-level model, a product state with zero mean dipoles has no dipole correlation, so a mean-field description by such a state misses the attraction.

```lean
import Mathlib

open Matrix
open scoped Kronecker

namespace LondonTwoLevelAtoms

noncomputable section

/-- State vectors of two two-level atoms; index 0 is the lower level of an atom. -/
abbrev PairState := Fin 2 × Fin 2 → ℂ

/-- The Pauli matrix X, the dipole operator of one atom in units of its transition dipole. -/
def pauliX : Matrix (Fin 2) (Fin 2) ℂ := !![0, 1; 1, 0]

/-- The Pauli matrix Z. -/
def pauliZ : Matrix (Fin 2) (Fin 2) ℂ := !![1, 0; 0, -1]

/-- Two atoms with level spacing `g` and dipole-dipole coupling `v`. -/
def hamiltonian (g v : ℝ) : Matrix (Fin 2 × Fin 2) (Fin 2 × Fin 2) ℂ :=
  (-((g : ℂ) / 2)) • (pauliZ ⊗ₖ (1 : Matrix (Fin 2) (Fin 2) ℂ)
    + (1 : Matrix (Fin 2) (Fin 2) ℂ) ⊗ₖ pauliZ) + (v : ℂ) • (pauliX ⊗ₖ pauliX)

/-- The expectation value of `A` in the state `φ`, for normalised `φ`. -/
def expect (A : Matrix (Fin 2 × Fin 2) (Fin 2 × Fin 2) ℂ) (φ : PairState) : ℂ :=
  star φ ⬝ᵥ (A *ᵥ φ)

/-- The energy `√(g² + v²)`. -/
def pairEnergy (g v : ℝ) : ℝ := √(g ^ 2 + v ^ 2)

/-- The unnormalised vector with amplitude `g + √(g² + v²)` for both atoms in the lower level
and `-v` for both in the upper level. -/
def groundVector (g v : ℝ) : PairState :=
  fun p => !![(g : ℂ) + pairEnergy g v, 0; 0, -(v : ℂ)] p.1 p.2

/-- The Hamiltonian couples the doubly excited amplitude only to the unexcited one, and the two
singly excited amplitudes only to each other. -/
theorem hamiltonian_mulVec (g v : ℝ) (φ : PairState) :
    hamiltonian g v *ᵥ φ = fun p =>
      !![-(g : ℂ) * φ (0, 0) + v * φ (1, 1), v * φ (1, 0);
         v * φ (0, 1), v * φ (0, 0) + g * φ (1, 1)] p.1 p.2 := by
  funext ⟨i, j⟩
  fin_cases i <;> fin_cases j <;>
    simp [hamiltonian, Matrix.mulVec, dotProduct, Fintype.sum_prod_type, Fin.sum_univ_two,
      Matrix.one_apply, pauliX, pauliZ, -mul_eq_mul_right_iff, -mul_eq_mul_left_iff]
  ring

/-- The eigenvalue equation of the pair, written out in amplitudes. -/
theorem eigen_iff (g v : ℝ) (μ : ℂ) (φ : PairState) :
    hamiltonian g v *ᵥ φ = μ • φ ↔
      -(g : ℂ) * φ (0, 0) + v * φ (1, 1) = μ * φ (0, 0) ∧ v * φ (1, 0) = μ * φ (0, 1) ∧
      v * φ (0, 1) = μ * φ (1, 0) ∧ v * φ (0, 0) + g * φ (1, 1) = μ * φ (1, 1) := by
  rw [hamiltonian_mulVec]
  constructor
  · intro h
    exact ⟨by simpa using congrFun h (0, 0), by simpa using congrFun h (0, 1),
      by simpa using congrFun h (1, 0), by simpa using congrFun h (1, 1)⟩
  · rintro ⟨h1, h2, h3, h4⟩
    funext ⟨i, j⟩
    fin_cases i <;> fin_cases j
    · simpa using h1
    · simpa using h2
    · simpa using h3
    · simpa using h4

/-- The square of every eigenvalue of the pair is `g² + v²` or `v²`. -/
theorem eigenvalue_sq (g v : ℝ) (μ : ℂ) (φ : PairState) (hφ : φ ≠ 0)
    (h : hamiltonian g v *ᵥ φ = μ • φ) :
    μ ^ 2 = (g : ℂ) ^ 2 + (v : ℂ) ^ 2 ∨ μ ^ 2 = (v : ℂ) ^ 2 := by
  obtain ⟨h1, h2, h3, h4⟩ := (eigen_iff g v μ φ).1 h
  by_contra hcon
  obtain ⟨hA, hB⟩ := not_or.1 hcon
  have hA' : μ ^ 2 - ((g : ℂ) ^ 2 + (v : ℂ) ^ 2) ≠ 0 := sub_ne_zero.2 hA
  have hB' : μ ^ 2 - (v : ℂ) ^ 2 ≠ 0 := sub_ne_zero.2 hB
  -- eliminating the partner amplitude in each block makes every amplitude vanish
  have ha : φ (0, 0) = 0 := (mul_eq_zero.1 (by
    linear_combination -(μ - g) * h1 - v * h4 :
      (μ ^ 2 - ((g : ℂ) ^ 2 + (v : ℂ) ^ 2)) * φ (0, 0) = 0)).resolve_left hA'
  have hd : φ (1, 1) = 0 := (mul_eq_zero.1 (by
    linear_combination -(μ + g) * h4 - v * h1 :
      (μ ^ 2 - ((g : ℂ) ^ 2 + (v : ℂ) ^ 2)) * φ (1, 1) = 0)).resolve_left hA'
  have hb : φ (0, 1) = 0 := (mul_eq_zero.1 (by
    linear_combination -μ * h2 - v * h3 :
      (μ ^ 2 - (v : ℂ) ^ 2) * φ (0, 1) = 0)).resolve_left hB'
  have hc : φ (1, 0) = 0 := (mul_eq_zero.1 (by
    linear_combination -μ * h3 - v * h2 :
      (μ ^ 2 - (v : ℂ) ^ 2) * φ (1, 0) = 0)).resolve_left hB'
  apply hφ
  funext ⟨i, j⟩
  fin_cases i <;> fin_cases j
  · exact ha
  · exact hb
  · exact hc
  · exact hd

/-- For `g > 0` the eigenvectors at energy `-√(g² + v²)`, together with zero, are exactly the
multiples of `groundVector`. -/
theorem ground_iff (g v : ℝ) (hg : 0 < g) (φ : PairState) :
    hamiltonian g v *ᵥ φ = (-(pairEnergy g v : ℂ)) • φ ↔ ∃ k : ℂ, φ = k • groundVector g v := by
  have hW : (pairEnergy g v : ℂ) ^ 2 = (g : ℂ) ^ 2 + (v : ℂ) ^ 2 := by
    exact_mod_cast (Real.sq_sqrt (by positivity) : pairEnergy g v ^ 2 = g ^ 2 + v ^ 2)
  have hs : (g : ℂ) + pairEnergy g v ≠ 0 := by
    have h0 : 0 ≤ pairEnergy g v := Real.sqrt_nonneg _
    have h1 : g + pairEnergy g v ≠ 0 := by linarith
    exact_mod_cast h1
  have hg2 : (g : ℂ) ^ 2 ≠ 0 := pow_ne_zero 2 (by exact_mod_cast hg.ne')
  have e00 : groundVector g v (0, 0) = (g : ℂ) + pairEnergy g v := by simp [groundVector]
  have e01 : groundVector g v (0, 1) = 0 := by simp [groundVector]
  have e10 : groundVector g v (1, 0) = 0 := by simp [groundVector]
  have e11 : groundVector g v (1, 1) = -(v : ℂ) := by simp [groundVector]
  rw [eigen_iff]
  constructor
  · rintro ⟨_, h2, h3, h4⟩
    -- the singly excited amplitudes vanish because g is not zero
    have hb : φ (0, 1) = 0 := (mul_eq_zero.1 (by
      linear_combination (pairEnergy g v : ℂ) * h2 - v * h3 - φ (0, 1) * hW :
        (g : ℂ) ^ 2 * φ (0, 1) = 0)).resolve_left hg2
    have hc : φ (1, 0) = 0 := (mul_eq_zero.1 (by
      linear_combination (pairEnergy g v : ℂ) * h3 - v * h2 - φ (1, 0) * hW :
        (g : ℂ) ^ 2 * φ (1, 0) = 0)).resolve_left hg2
    refine ⟨φ (0, 0) / ((g : ℂ) + pairEnergy g v), ?_⟩
    funext ⟨i, j⟩
    fin_cases i <;> fin_cases j
    · change φ (0, 0) = _ * groundVector g v (0, 0)
      rw [e00, div_mul_cancel₀ _ hs]
    · change φ (0, 1) = _ * groundVector g v (0, 1)
      rw [e01, hb, mul_zero]
    · change φ (1, 0) = _ * groundVector g v (1, 0)
      rw [e10, hc, mul_zero]
    · change φ (1, 1) = _ * groundVector g v (1, 1)
      rw [e11, div_mul_eq_mul_div, eq_div_iff hs]
      linear_combination h4
  · rintro ⟨k, rfl⟩
    refine ⟨?_, ?_, ?_, ?_⟩ <;> simp only [Pi.smul_apply, smul_eq_mul, e00, e01, e10, e11]
    · linear_combination k * hW
    · ring
    · ring
    · ring

/-- The two dipole means and the dipole correlation, written out in amplitudes. -/
theorem dipole_expect (φ : PairState) :
    expect (pauliX ⊗ₖ 1) φ = star (φ (0, 0)) * φ (1, 0) + star (φ (0, 1)) * φ (1, 1)
      + star (φ (1, 0)) * φ (0, 0) + star (φ (1, 1)) * φ (0, 1) ∧
    expect (1 ⊗ₖ pauliX) φ = star (φ (0, 0)) * φ (0, 1) + star (φ (0, 1)) * φ (0, 0)
      + star (φ (1, 0)) * φ (1, 1) + star (φ (1, 1)) * φ (1, 0) ∧
    expect (pauliX ⊗ₖ pauliX) φ = star (φ (0, 0)) * φ (1, 1) + star (φ (0, 1)) * φ (1, 0)
      + star (φ (1, 0)) * φ (0, 1) + star (φ (1, 1)) * φ (0, 0) := by
  refine ⟨?_, ?_, ?_⟩ <;>
    simp [expect, Matrix.mulVec, dotProduct, Fintype.sum_prod_type, Fin.sum_univ_two,
      Matrix.one_apply, pauliX] <;> ring

/-- For `g > 0` the lowest energy of the pair is `-√(g² + v²)` and it is simple. Each normalised
ground state has zero mean dipole on both atoms and dipole correlation `-v / √(g² + v²)`. -/
theorem ground_state_correlation (g v : ℝ) (hg : 0 < g) :
    IsLeast {e : ℝ | ∃ φ : PairState, φ ≠ 0 ∧ hamiltonian g v *ᵥ φ = (e : ℂ) • φ}
      (-pairEnergy g v) ∧
    (∀ φ : PairState, hamiltonian g v *ᵥ φ = (-(pairEnergy g v : ℂ)) • φ ↔
      ∃ k : ℂ, φ = k • groundVector g v) ∧
    ∀ φ : PairState, star φ ⬝ᵥ φ = 1 →
      hamiltonian g v *ᵥ φ = (-(pairEnergy g v : ℂ)) • φ →
      expect (pauliX ⊗ₖ 1) φ = 0 ∧ expect (1 ⊗ₖ pauliX) φ = 0 ∧
      expect (pauliX ⊗ₖ pauliX) φ = ((-v / pairEnergy g v : ℝ) : ℂ) := by
  have hWr : pairEnergy g v ^ 2 = g ^ 2 + v ^ 2 := Real.sq_sqrt (by positivity)
  have hW : (pairEnergy g v : ℂ) ^ 2 = (g : ℂ) ^ 2 + (v : ℂ) ^ 2 := by exact_mod_cast hWr
  have hpos : 0 < pairEnergy g v := Real.sqrt_pos.2 (by positivity)
  have e00 : groundVector g v (0, 0) = (g : ℂ) + pairEnergy g v := by simp [groundVector]
  have e01 : groundVector g v (0, 1) = 0 := by simp [groundVector]
  have e10 : groundVector g v (1, 0) = 0 := by simp [groundVector]
  have e11 : groundVector g v (1, 1) = -(v : ℂ) := by simp [groundVector]
  refine ⟨⟨⟨groundVector g v, ?_, ?_⟩, ?_⟩, ground_iff g v hg, ?_⟩
  · intro h0
    have h1 : (g : ℂ) + pairEnergy g v = 0 := by rw [← e00, h0]; rfl
    have h2 : g + pairEnergy g v = 0 := by exact_mod_cast h1
    linarith
  · rw [Complex.ofReal_neg]
    exact (ground_iff g v hg _).2 ⟨1, (one_smul ℂ _).symm⟩
  · rintro e ⟨φ, hφ, h⟩
    have he : e ^ 2 ≤ pairEnergy g v ^ 2 := by
      rcases eigenvalue_sq g v e φ hφ h with h1 | h1
      · have h2 : e ^ 2 = g ^ 2 + v ^ 2 := by exact_mod_cast h1
        linarith
      · have h2 : e ^ 2 = v ^ 2 := by exact_mod_cast h1
        linarith [sq_nonneg g]
    by_contra hlt
    nlinarith [not_le.1 hlt]
  · intro φ hn h
    obtain ⟨k, rfl⟩ := (ground_iff g v hg φ).1 h
    have s0 : star (k * ((g : ℂ) + pairEnergy g v)) = star k * ((g : ℂ) + pairEnergy g v) := by
      rw [star_mul', star_add]; simp
    have s1 : star (k * -(v : ℂ)) = star k * -(v : ℂ) := by
      rw [star_mul', star_neg]; simp
    simp only [dotProduct, Fintype.sum_prod_type, Fin.sum_univ_two, Pi.star_apply,
      Pi.smul_apply, smul_eq_mul, e00, e01, e10, e11, s0, s1, mul_zero] at hn
    obtain ⟨d1, d2, d3⟩ := dipole_expect (k • groundVector g v)
    rw [d1, d2, d3]
    simp only [Pi.smul_apply, smul_eq_mul, e00, e01, e10, e11, s0, s1, mul_zero, star_zero,
      zero_mul, add_zero, true_and]
    -- the normalisation fixes the modulus of k
    have hW0 : (pairEnergy g v : ℂ) ≠ 0 := by exact_mod_cast hpos.ne'
    rw [Complex.ofReal_div, Complex.ofReal_neg, eq_div_iff hW0]
    linear_combination (-(v : ℂ)) * hn + (-(v : ℂ) * (star k * k)) * hW

/-- The energy shift `g - √(g² + v²)` lies between the second-order London value `-v²/(2g)` and
that value plus `v⁴/(8g³)`, for `g > 0`. -/
theorem london_energy_bounds (g v : ℝ) (hg : 0 < g) :
    -(v ^ 2 / (2 * g)) ≤ g - pairEnergy g v ∧
    g - pairEnergy g v ≤ -(v ^ 2 / (2 * g)) + v ^ 4 / (8 * g ^ 3) := by
  have hW : pairEnergy g v ^ 2 = g ^ 2 + v ^ 2 := Real.sq_sqrt (by positivity)
  obtain ⟨x, hx⟩ : ∃ x, x = v ^ 2 / (2 * g) := ⟨_, rfl⟩
  have hx0 : 0 ≤ x := by rw [hx]; positivity
  have hxv : x * (2 * g) = v ^ 2 := by rw [hx, div_mul_cancel₀ _ (by positivity)]
  have hup : pairEnergy g v ≤ g + x :=
    Real.sqrt_le_iff.2 ⟨by positivity, by nlinarith [sq_nonneg x]⟩
  have hlow : g ≤ pairEnergy g v := (Real.le_sqrt' hg).2 (by nlinarith [sq_nonneg v])
  rw [← hx]
  refine ⟨by linarith, ?_⟩
  -- the error of the second-order value, multiplied by 2g, is at most x²
  have hk : (x - (pairEnergy g v - g)) * (2 * g) ≤ x ^ 2 := by
    have h1 : (pairEnergy g v - g) ^ 2 ≤ x ^ 2 :=
      pow_le_pow_left₀ (by linarith) (by linarith) 2
    nlinarith
  have hv4 : v ^ 4 = 4 * g ^ 2 * x ^ 2 := by
    linear_combination (-(v ^ 2 + x * (2 * g))) * hxv
  have hfin : x - (pairEnergy g v - g) ≤ v ^ 4 / (8 * g ^ 3) := by
    rw [hv4, le_div_iff₀ (by positivity)]
    have h2 := mul_le_mul_of_nonneg_left hk (by positivity : 0 ≤ 4 * g ^ 2)
    linarith
  linarith

end

end LondonTwoLevelAtoms
```

```lean
#print axioms LondonTwoLevelAtoms.ground_state_correlation
#print axioms LondonTwoLevelAtoms.london_energy_bounds
```

```
'LondonTwoLevelAtoms.ground_state_correlation' depends on axioms: [propext, Classical.choice, Quot.sound]
'LondonTwoLevelAtoms.london_energy_bounds' depends on axioms: [propext, Classical.choice, Quot.sound]
```

## How the proof follows the algebra

`hamiltonian_mulVec` computes $H\varphi$ entry by entry, and `eigen_iff` turns the eigenvalue equation into the four scalar ones. In `eigenvalue_sq`, the `linear_combination` coefficients are the multipliers of the elimination; if $\mu^2$ had neither allowed value, all amplitudes would vanish.

`ground_iff` removes the odd amplitudes using $g^2\neq0$, takes $k=\varphi_{00}/(g+W)$, and checks the converse by substitution. `dipole_expect` expands the three expectation values. The main theorem combines these lemmas, and its last `linear_combination` uses the normalisation and $W^2=g^2+v^2$ to obtain $-v/W$.

In `london_energy_bounds`, `hup` is $\delta\le x$, `hk` is the bound on $x-\delta$ multiplied by $2g$, and `hv4` rewrites $v^4$ in terms of $x^2$.
